# The potential cos x + cos(√2 x) has no nonzero period, and no nonzero translation commutes with its Hamiltonian

Let $V(x)=\cos x+\cos(\sqrt2\,x)$ on the real line. Its two terms have periods $2\pi$ and $\sqrt2\,\pi$, but

$$V(x+T)=V(x)\ \text{for all } x \iff T=0 .$$

For the one-particle Hamiltonian $H=-\tfrac12\,d^2/dx^2+V$ in atomic units, the translation $\psi(x)\mapsto\psi(x+a)$ commutes with $H$ only for $a=0$. Bloch's theorem starts from a nonzero translation that commutes with $H$, and here there is none.

The same argument covers a general two-wave potential

$$V(x)=A\cos(kx+\varphi)+B\cos(qx+\chi),\qquad A,B\neq0,$$

with real amplitudes, wavenumbers and phases. It has a nonzero period exactly when $k$ and $q$ are commensurate, that is, when $mk=nq$ for some integers $m,n$ that are not both zero.

## Periodic cells and k-point sampling

A band-structure code that solves a separate problem for each Bloch wavevector assumes that $H$ commutes with translation by the cell length $L$. For a single non-interacting particle in the one-dimensional potential $\cos x+\cos(\sqrt2\,x)$, no $L>0$ meets that assumption. Cutting $V$ to a box and repeating the box produces a different potential, whatever the box length.

A periodic calculation can replace $\sqrt2$ by a fraction. With $7/5$, for example, the potential $\cos x+\cos(7x/5)$ has period $10\pi$, and translation by that length commutes with the Hamiltonian of the replaced model.

Finite floating-point numbers are rational, so any two stored wavenumbers are commensurate in the exact sense. Whether the intended model has a period must therefore be decided from its definition and not from the stored values.

## From the commutator to the missing period

**Translations and periods.** Write $(\tau_a\psi)(x)=\psi(x+a)$. Then

$$(H\tau_a\psi)(x)=-\tfrac12\psi''(x+a)+V(x)\,\psi(x+a),$$
$$(\tau_aH\psi)(x)=-\tfrac12\psi''(x+a)+V(x+a)\,\psi(x+a).$$

The kinetic terms cancel in the difference:

$$(H\tau_a\psi-\tau_aH\psi)(x)=\bigl(V(x)-V(x+a)\bigr)\psi(x+a).$$

If $a$ is a period of $V$, the right side vanishes. Conversely, if the left side vanishes for every smooth, compactly supported $\psi$, fix $x$ and choose a $\psi$ with $\psi(x+a)=1$. This gives $V(x+a)=V(x)$.

**Common crests.** Let $k,q$ be incommensurate and $\cos(kT)=\cos(qT)=1$. Then $kT=2\pi m$ and $qT=2\pi n$ for integers $m,n$. Suppose $T\neq0$. Since $nkT=2\pi mn=mqT$, we get $nk=mq$, hence $m=n=0$. So $kT=0$ and $k=0$. But then $1\cdot k=0\cdot q$ is a nontrivial integer relation, a contradiction. Hence $T=0$.

**Two waves.** Let $T$ be a period of the two-wave potential with $k,q$ incommensurate; both wavenumbers are then nonzero. From $V(x+T)+V(x-T)-2V(x)=0$ and the addition formulas, the sine terms cancel. After division by 2,

$$\alpha\cos(kx+\varphi)+\beta\cos(qx+\chi)=0\quad\text{for all }x,$$

with $\alpha=A(\cos kT-1)$ and $\beta=B(\cos qT-1)$.

Suppose $\beta\neq0$. Put $P=2\pi/k$ and $y=-\chi/q$. Evaluation at $y$ and at $y+P$ gives

$$\alpha\cos(ky+\varphi)+\beta=0,\qquad \alpha\cos(ky+\varphi)+\beta\cos(qP)=0 .$$

Subtraction gives $\cos(qP)=1$. Since also $\cos(kP)=1$, the previous step forces $P=0$, which contradicts $kP=2\pi$. So $\beta=0$, and $B\neq0$ gives $\cos qT=1$. Setting $x=-\varphi/k$ now gives $\alpha=0$, so $\cos kT=1$ because $A\neq0$. The common-crest step yields $T=0$.

**Commensurate waves.** Let $mk=nq$ with $m,n$ not both zero. If $k\neq0$, then $n\neq0$, since $n=0$ would give $mk=0$ and $m=0$. Take $T=2\pi n/k$, so that $kT=2\pi n$ and $qT=2\pi m$. If $k=0$ and $q\neq0$, take $T=2\pi/q$. If both vanish, the potential is constant and $T=1$ works.

**The case $k=1$, $q=\sqrt2$.** A relation $m=n\sqrt2$ with $n\neq0$ would make $\sqrt2=m/n$ rational. So $n=0$, and then $m=0$: the wavenumbers are incommensurate. Furthermore, $V(x)=2$ requires both cosines to equal 1, so it holds only at $x=0$.

## A zero amplitude restores a period

The condition $B\neq0$ matters. Take $A=1$, $B=0$, $k=1$, $q=\sqrt2$ and zero phases. The wavenumbers are still incommensurate, but the potential is $\cos x$, with period $2\pi$. In the derivation, $\beta$ now vanishes because of $B$, and nothing follows about $\cos qT$.

## Lean source

```lean
import Mathlib

open Real

namespace IncommensuratePotential

noncomputable section

/-- The wavefunction `ψ` shifted by `a`: its value at `x` is `ψ (x + a)`. -/
def translate (a : ℝ) (ψ : ℝ → ℂ) : ℝ → ℂ := fun x => ψ (x + a)

/-- The one-particle Hamiltonian `-(1/2) d²/dx² + V` in atomic units. -/
def hamiltonian (V : ℝ → ℝ) (ψ : ℝ → ℂ) : ℝ → ℂ :=
  fun x => -(1 / 2) * deriv (deriv ψ) x + (V x : ℂ) * ψ x

/-- Translation by `a` commutes with the Hamiltonian on all twice continuously
differentiable wavefunctions of compact support. -/
def TranslationSymmetric (V : ℝ → ℝ) (a : ℝ) : Prop :=
  ∀ ψ : ℝ → ℂ, ContDiff ℝ 2 ψ → HasCompactSupport ψ →
    hamiltonian V (translate a ψ) = translate a (hamiltonian V ψ)

/-- Two wavenumbers are incommensurate if no nontrivial integer relation joins them. -/
def Incommensurate (k q : ℝ) : Prop :=
  ∀ m n : ℤ, (m : ℝ) * k = n * q → m = 0 ∧ n = 0

/-- A potential made of two cosine waves with amplitudes `A`, `B`, wavenumbers `k`, `q`
and phases `φ`, `χ`. -/
def twoWave (A B k q φ χ : ℝ) : ℝ → ℝ :=
  fun x => A * Real.cos (k * x + φ) + B * Real.cos (q * x + χ)

/-- The potential `cos x + cos (√2 x)`. -/
def quasiPotential : ℝ → ℝ := fun x => Real.cos x + Real.cos (√2 * x)

/-- The commutator of the Hamiltonian with the translation by `a` is `V x - V (x + a)` times the
shifted wavefunction. -/
theorem commutator_translate (V : ℝ → ℝ) (a : ℝ) (ψ : ℝ → ℂ) (x : ℝ) :
    hamiltonian V (translate a ψ) x - translate a (hamiltonian V ψ) x
      = ((V x : ℂ) - (V (x + a) : ℂ)) * ψ (x + a) := by
  -- differentiation commutes with every translation
  have h1 : ∀ f : ℝ → ℂ, deriv (translate a f) = translate a (deriv f) := by
    intro f
    funext y
    change deriv (fun z => f (z + a)) y = deriv f (y + a)
    rw [deriv_comp_add_const]
  simp only [hamiltonian, h1]
  simp only [translate, hamiltonian]
  ring

/-- A translation commutes with the Hamiltonian exactly when it is a period of the
potential. -/
theorem translationSymmetric_iff (V : ℝ → ℝ) (a : ℝ) :
    TranslationSymmetric V a ↔ Function.Periodic V a := by
  constructor
  · intro h x
    -- test on a bump centred at the shifted point
    let f : ContDiffBump (x + a) := ⟨1, 2, one_pos, one_lt_two⟩
    have hf : f (x + a) = 1 :=
      f.one_of_mem_closedBall (Metric.mem_closedBall_self f.rIn_pos.le)
    have hψ := congrFun (h (fun y => ((f y : ℝ) : ℂ))
      (Complex.ofRealCLM.contDiff.comp f.contDiff)
      (f.hasCompactSupport.comp_left Complex.ofReal_zero)) x
    have hc := commutator_translate V a (fun y => ((f y : ℝ) : ℂ)) x
    rw [hψ, sub_self] at hc
    simp only [hf, Complex.ofReal_one, mul_one] at hc
    have h2 : (V (x + a) : ℂ) = (V x : ℂ) := by linear_combination hc
    exact_mod_cast h2
  · intro h ψ _ _
    funext x
    have hc := commutator_translate V a ψ x
    rw [h x, sub_self, zero_mul] at hc
    exact sub_eq_zero.mp hc

/-- Two incommensurate waves that are both at a crest at the origin are never both at a
crest anywhere else. -/
theorem eq_zero_of_common_crest {k q T : ℝ} (hkq : Incommensurate k q)
    (h1 : Real.cos (k * T) = 1) (h2 : Real.cos (q * T) = 1) : T = 0 := by
  obtain ⟨m, hm⟩ := (Real.cos_eq_one_iff _).1 h1
  obtain ⟨n, hn⟩ := (Real.cos_eq_one_iff _).1 h2
  by_contra hT
  have hrel : (n : ℝ) * k = m * q :=
    mul_right_cancel₀ hT (by linear_combination (-(n : ℝ)) * hm + (m : ℝ) * hn)
  obtain ⟨-, hm0⟩ := hkq n m hrel
  have hkT : k * T = 0 := by rw [← hm, hm0]; simp
  have hk : k = 0 := (mul_eq_zero.mp hkT).resolve_right hT
  exact one_ne_zero (hkq 1 0 (by simp [hk])).1

/-- Two superposed waves of nonzero amplitude and incommensurate wavenumbers have no
nonzero period, whatever their phases. -/
theorem twoWave_period_eq_zero {A B k q φ χ T : ℝ} (hA : A ≠ 0) (hB : B ≠ 0)
    (hkq : Incommensurate k q) (h : Function.Periodic (twoWave A B k q φ χ) T) :
    T = 0 := by
  have hk : k ≠ 0 := fun h0 => one_ne_zero (hkq 1 0 (by simp [h0])).1
  have hq : q ≠ 0 := fun h0 => one_ne_zero (hkq 0 1 (by simp [h0])).2
  -- adding the shifts by T and -T removes the sine terms
  have key : ∀ x, A * (Real.cos (k * T) - 1) * Real.cos (k * x + φ)
      + B * (Real.cos (q * T) - 1) * Real.cos (q * x + χ) = 0 := by
    intro x
    have h1 := h x
    have h2 := h (x - T)
    simp only [twoWave, sub_add_cancel] at h1 h2
    have e1 : ∀ c d : ℝ, Real.cos (c * (x + T) + d) = Real.cos (c * x + d) * Real.cos (c * T)
        - Real.sin (c * x + d) * Real.sin (c * T) := by
      intro c d
      rw [← Real.cos_add]
      congr 1
      ring
    have e2 : ∀ c d : ℝ, Real.cos (c * (x - T) + d) = Real.cos (c * x + d) * Real.cos (c * T)
        + Real.sin (c * x + d) * Real.sin (c * T) := by
      intro c d
      rw [← Real.cos_sub]
      congr 1
      ring
    rw [e1 k φ, e1 q χ] at h1
    rw [e2 k φ, e2 q χ] at h2
    linear_combination (h1 - h2) / 2
  -- a shift by one period P of the first wave isolates the second
  have hqT : Real.cos (q * T) = 1 := by
    by_contra hne
    obtain ⟨P, hP⟩ : ∃ P, k * P = 2 * π := ⟨2 * π / k, by field_simp⟩
    obtain ⟨y, hy⟩ : ∃ y, q * y = -χ := ⟨-χ / q, by field_simp⟩
    have h1 := key y
    have h2 := key (y + P)
    rw [show q * y + χ = 0 by linear_combination hy, Real.cos_zero] at h1
    rw [show k * (y + P) + φ = k * y + φ + 2 * π by linear_combination hP,
      Real.cos_add_two_pi, show q * (y + P) + χ = q * P by linear_combination hy] at h2
    have h3 : B * (Real.cos (q * T) - 1) * (Real.cos (q * P) - 1) = 0 := by
      linear_combination h2 - h1
    have h4 := (mul_eq_zero.mp h3).resolve_left (mul_ne_zero hB (sub_ne_zero.mpr hne))
    have hP0 : P = 0 :=
      eq_zero_of_common_crest hkq (by rw [hP, Real.cos_two_pi]) (sub_eq_zero.mp h4)
    rw [hP0, mul_zero] at hP
    linarith [Real.pi_pos]
  have hkT : Real.cos (k * T) = 1 := by
    obtain ⟨y, hy⟩ : ∃ y, k * y = -φ := ⟨-φ / k, by field_simp⟩
    have h1 := key y
    rw [show k * y + φ = 0 by linear_combination hy, Real.cos_zero, hqT] at h1
    have h2 : A * (Real.cos (k * T) - 1) = 0 := by linear_combination h1
    exact sub_eq_zero.mp ((mul_eq_zero.mp h2).resolve_left hA)
  exact eq_zero_of_common_crest hkq hkT hqT

/-- A superposition of two waves of nonzero amplitude has a nonzero period exactly when
the wavenumbers are commensurate. -/
theorem twoWave_has_period_iff {A B k q φ χ : ℝ} (hA : A ≠ 0) (hB : B ≠ 0) :
    (∃ T, T ≠ 0 ∧ Function.Periodic (twoWave A B k q φ χ) T) ↔ ¬ Incommensurate k q := by
  constructor
  · rintro ⟨T, hT, h⟩ hkq
    exact hT (twoWave_period_eq_zero hA hB hkq h)
  · intro h
    -- a common period advances both phases by whole turns
    obtain ⟨T, hT, m, n, h1, h2⟩ : ∃ T : ℝ, T ≠ 0 ∧ ∃ m n : ℤ,
        k * T = m * (2 * π) ∧ q * T = n * (2 * π) := by
      simp only [Incommensurate, not_forall] at h
      obtain ⟨m, n, hmn, hne⟩ := h
      by_cases hk : k = 0
      · by_cases hq : q = 0
        · exact ⟨1, one_ne_zero, 0, 0, by simp [hk], by simp [hq]⟩
        · refine ⟨2 * π / q, div_ne_zero Real.two_pi_pos.ne' hq, 0, 1, by simp [hk], ?_⟩
          rw [mul_div_cancel₀ _ hq, Int.cast_one, one_mul]
      · have hn : n ≠ 0 := by
          intro h0
          have hmk : (m : ℝ) * k = 0 := by rw [hmn, h0]; simp
          have hm : (m : ℝ) = 0 := (mul_eq_zero.mp hmk).resolve_right hk
          exact hne ⟨by exact_mod_cast hm, h0⟩
        refine ⟨n * (2 * π) / k, div_ne_zero (mul_ne_zero (Int.cast_ne_zero.mpr hn)
          Real.two_pi_pos.ne') hk, n, m, ?_, ?_⟩
        · rw [← mul_div_assoc, div_eq_iff hk]
          ring
        · rw [← mul_div_assoc, div_eq_iff hk]
          linear_combination (-(2 * π)) * hmn
    refine ⟨T, hT, fun x => ?_⟩
    simp only [twoWave]
    rw [show k * (x + T) + φ = k * x + φ + m * (2 * π) by linear_combination h1,
      show q * (x + T) + χ = q * x + χ + n * (2 * π) by linear_combination h2,
      Real.cos_add_int_mul_two_pi, Real.cos_add_int_mul_two_pi]

/-- The wavenumbers `1` and `√2` are incommensurate. -/
theorem incommensurate_one_sqrt_two : Incommensurate 1 (√2) := by
  intro m n h
  rw [mul_one] at h
  by_cases hn : n = 0
  · rw [hn, Int.cast_zero, zero_mul] at h
    exact ⟨by exact_mod_cast h, hn⟩
  · have hn' : (n : ℝ) ≠ 0 := Int.cast_ne_zero.mpr hn
    refine absurd ⟨(m : ℚ) / (n : ℚ), ?_⟩ irrational_sqrt_two
    push_cast
    rw [div_eq_iff hn', h, mul_comm]

/-- Each term of `cos x + cos (√2 x)` is periodic, but the sum has only the period zero,
and only the zero translation commutes with its Hamiltonian. -/
theorem quasiPotential_no_lattice_translation :
    (Function.Periodic Real.cos (2 * π) ∧
      Function.Periodic (fun x => Real.cos (√2 * x)) (√2 * π)) ∧
    (∀ T, Function.Periodic quasiPotential T ↔ T = 0) ∧
    (∀ a, TranslationSymmetric quasiPotential a ↔ a = 0) := by
  have hs : √2 * √2 = (2 : ℝ) := Real.mul_self_sqrt (by norm_num)
  have hV : quasiPotential = twoWave 1 1 1 (√2) 0 0 := by
    funext x
    simp [quasiPotential, twoWave]
  have hper : ∀ T, Function.Periodic quasiPotential T ↔ T = 0 := by
    intro T
    constructor
    · intro h
      rw [hV] at h
      exact twoWave_period_eq_zero one_ne_zero one_ne_zero incommensurate_one_sqrt_two h
    · intro h x
      rw [h, add_zero]
  refine ⟨⟨Real.cos_periodic, fun x => ?_⟩, hper, fun a => ?_⟩
  · change Real.cos (√2 * (x + √2 * π)) = Real.cos (√2 * x)
    rw [show √2 * (x + √2 * π) = √2 * x + 2 * π by linear_combination π * hs,
      Real.cos_add_two_pi]
  · rw [translationSymmetric_iff, hper]

/-- The potential `cos x + cos (√2 x)` takes the value `2` at the origin and nowhere else. -/
theorem quasiPotential_eq_two_iff (x : ℝ) : quasiPotential x = 2 ↔ x = 0 := by
  constructor
  · intro h
    simp only [quasiPotential] at h
    have h1 := Real.cos_le_one x
    have h2 := Real.cos_le_one (√2 * x)
    exact eq_zero_of_common_crest incommensurate_one_sqrt_two
      (by rw [one_mul]; linarith) (by linarith)
  · intro h
    simp only [quasiPotential, h, mul_zero, Real.cos_zero]
    norm_num

end

end IncommensuratePotential
```

```lean
#print axioms IncommensuratePotential.twoWave_has_period_iff
#print axioms IncommensuratePotential.quasiPotential_no_lattice_translation
#print axioms IncommensuratePotential.quasiPotential_eq_two_iff
```

```
'IncommensuratePotential.twoWave_has_period_iff' depends on axioms: [propext, Classical.choice, Quot.sound]
'IncommensuratePotential.quasiPotential_no_lattice_translation' depends on axioms: [propext, Classical.choice, Quot.sound]
'IncommensuratePotential.quasiPotential_eq_two_iff' depends on axioms: [propext, Classical.choice, Quot.sound]
```

## Physical reading of the Lean statements

`translate a ψ` is $\tau_a\psi$, and `hamiltonian V ψ` is $H\psi$ for a real potential and a complex wavefunction. `TranslationSymmetric V a` says that the two operations commute on all twice continuously differentiable wavefunctions of compact support. `Function.Periodic V T` means $V(x+T)=V(x)$ for every real $x$; it admits negative $T$ and $T=0$, which is why the results single out zero.

`Incommensurate k q` says that $mk=nq$ forces both integers to vanish. A zero wavenumber therefore counts as commensurate with anything.

`translationSymmetric_iff` equates translation symmetries with periods for any real function `V`, without a continuity assumption. `twoWave_has_period_iff` is the criterion for two waves. `quasiPotential_no_lattice_translation` collects the periods of the separate terms, the absence of a nonzero period of the sum, and the absence of a nonzero translation symmetry. `quasiPotential_eq_two_iff` locates the only point where the potential reaches 2.

## How the Lean proofs follow the algebra

In `commutator_translate`, the local statement `h1` says that differentiation commutes with translation, and `ring` finishes the subtraction. `translationSymmetric_iff` uses a `ContDiffBump` centred at `x + a` as the test wavefunction; its value there is 1.

`eq_zero_of_common_crest` obtains the integers `m` and `n` from `Real.cos_eq_one_iff` and cancels `T` to reach the forbidden relation. In `twoWave_period_eq_zero`, `key` is the identity with $\alpha$ and $\beta$. It comes from periodicity at `x` and at `x - T`, combined by `linear_combination (h1 - h2) / 2`. The block `hqT` carries out the shift by `P`, and `hkT` then treats the first wave.

The reverse direction of `twoWave_has_period_iff` builds the common period by the same three cases as above. `incommensurate_one_sqrt_two` turns an integer relation into a fraction equal to `√2` and contradicts `irrational_sqrt_two`. `quasiPotential_no_lattice_translation` finds the periods of the sum by rewriting it as `twoWave 1 1 1 (√2) 0 0`, and `translationSymmetric_iff` carries the result over to the Hamiltonian. `quasiPotential_eq_two_iff` applies `eq_zero_of_common_crest` directly.

## Exact periods on an infinite line

The theorems concern exact translations of one particle on the whole real line. Bloch's theorem is neither stated nor proved in the file; what is shown is that the translation symmetry it needs is absent. Nothing is established about the spectrum, about whether eigenstates are extended or localised, or about self-adjointness of $H$.

Approximate periods are not treated either. The theorems give no estimate of the error made by replacing $\sqrt2$ with a fraction, so the convergence of such a calculation has to be examined separately.
